# The Löwdin product is the unique polynomial of least degree giving a spectral projector of a diagonalisable matrix

To project a trial state onto one total spin, a code can apply factors \(S^2-b\) in turn, each removing the component with eigenvalue \(b\) and rescaling the wanted component by a known constant that is divided out. Each factor costs one multiplication by the matrix of \(S^2\), so the number of factors sets the cost.

## Degree \(m-1\), attained once

Let \(A\) be a diagonalisable complex matrix, \(\Lambda\) the set of its \(m\) distinct eigenvalues, and \(a\in\Lambda\). Let \(O\) be the spectral projector for \(a\): it fixes eigenvectors belonging to \(a\) and annihilates those belonging to other eigenvalues. Every polynomial \(p\) with \(p(A)=O\) has degree at least \(m-1\). Exactly one has degree \(m-1\), the Löwdin polynomial

\[
L(X)=\prod_{b\in\Lambda,\;b\neq a}\frac{X-b}{a-b}.
\]

## Counting multiplications in spin projection

A routine that multiplies a vector by \(A\) \(k\) times and combines the results with fixed coefficients applies a polynomial of degree at most \(k\). In a finite-dimensional space that \(S^2\) maps into itself, such a routine therefore needs at least \(m-1\) multiplications if it is to project every input exactly. Here \(m\) counts the values \(S(S+1)\), in units of \(\hbar^2\), that occur in that space.

## From eigenvectors to roots

If \(Av=bv\), then \(A^kv=b^kv\) for every \(k\), and by linearity \(p(A)v=p(b)v\).

Suppose \(p(A)=O\). A nonzero eigenvector \(v\) for \(a\) gives \(v=Ov=p(a)v\), so \(p(a)=1\). One for \(b\neq a\) gives \(0=Ov=p(b)v\), so \(p(b)=0\). Conversely, if \(p\) has these values, \(p(A)\) and \(O\) agree on all eigenvectors. These span the space, so \(p(A)=O\).

Such a \(p\) is nonzero and has \(m-1\) distinct roots, hence \(\deg p\ge m-1\). The polynomial \(L\) has the required values and degree \(m-1\). If \(q\) is another solution of that degree, \(q-L\) has degree at most \(m-1\) but vanishes at all \(m\) eigenvalues, so \(q=L\).

A multiple of a product of \(k\) factors \(A-b\), with any shifts \(b\), is a polynomial in \(A\) of degree at most \(k\). It cannot equal \(O\) when \(k<m-1\).

For two electrons in the basis \(\alpha\beta,\beta\alpha\), \(S^2\) has all four entries equal to 1 and eigenvalues 0 and 2. The singlet projector is \(1-S^2/2\), a single factor.

## The statement and proof in Lean

`Diagonalisable` says that the eigenvectors span the space, `HasEigenvalues` that `Λ` contains exactly the eigenvalues, and `IsSpectralProjector` describes \(O\) by its action on eigenvectors. The number \(m\) is `Λ.card`, and the bound reads `Λ.card ≤ p.natDegree + 1`.

```lean
import Mathlib

open Polynomial (aeval X C)
open scoped Polynomial Matrix

namespace LowdinMinimalDegree

noncomputable section

variable {n : Type*} [Fintype n] [DecidableEq n]

/-- A matrix is diagonalisable when its eigenvectors span the whole space. -/
def Diagonalisable (A : Matrix n n ℂ) : Prop :=
  Submodule.span ℂ {v : n → ℂ | ∃ b : ℂ, A *ᵥ v = b • v} = ⊤

/-- The finite set `Λ` consists of exactly the distinct eigenvalues of `A`. -/
def HasEigenvalues (A : Matrix n n ℂ) (Λ : Finset ℂ) : Prop :=
  ∀ b : ℂ, b ∈ Λ ↔ ∃ v : n → ℂ, v ≠ 0 ∧ A *ᵥ v = b • v

/-- `O` leaves the eigenvectors of `A` with eigenvalue `a` unchanged and annihilates those
with any other eigenvalue. -/
def IsSpectralProjector (A : Matrix n n ℂ) (a : ℂ) (O : Matrix n n ℂ) : Prop :=
  (∀ v : n → ℂ, A *ᵥ v = a • v → O *ᵥ v = v) ∧
    ∀ (b : ℂ) (v : n → ℂ), b ≠ a → A *ᵥ v = b • v → O *ᵥ v = 0

/-- The Löwdin polynomial: one normalised annihilator factor for each eigenvalue other
than `a`. -/
def lowdinPoly (Λ : Finset ℂ) (a : ℂ) : ℂ[X] :=
  ∏ b ∈ Λ.erase a, C (a - b)⁻¹ * (X - C b)

variable {A O : Matrix n n ℂ} {Λ : Finset ℂ} {a : ℂ}

/-- On an eigenvector of `A` with eigenvalue `b`, the matrix `p(A)` acts as the number
`p(b)`. -/
theorem aeval_mulVec {b : ℂ} {v : n → ℂ} (h : A *ᵥ v = b • v) (p : ℂ[X]) :
    aeval A p *ᵥ v = p.eval b • v := by
  have hk : ∀ k : ℕ, (A ^ k) *ᵥ v = b ^ k • v := by
    intro k
    induction k with
    | zero => simp
    | succ k ih =>
      rw [pow_succ, ← Matrix.mulVec_mulVec, h, Matrix.mulVec_smul, ih, smul_smul, pow_succ']
  induction p using Polynomial.induction_on' with
  | add p q hp hq => rw [map_add, Matrix.add_mulVec, hp, hq, Polynomial.eval_add, add_smul]
  | monomial k c =>
    rw [Polynomial.aeval_monomial, Polynomial.eval_monomial, ← Algebra.smul_def,
      Matrix.smul_mulVec, hk, smul_smul]

/-- If `p(A)` is the spectral projector for `a`, then `p` equals one at `a` and zero at every
other eigenvalue. -/
theorem eval_of_aeval_eq (hΛ : HasEigenvalues A Λ) (ha : a ∈ Λ)
    (hO : IsSpectralProjector A a O) {p : ℂ[X]} (h : aeval A p = O) :
    p.eval a = 1 ∧ ∀ b ∈ Λ, b ≠ a → p.eval b = 0 := by
  constructor
  · obtain ⟨v, hv, hav⟩ := (hΛ a).1 ha
    have h1 := aeval_mulVec hav p
    rw [h, hO.1 v hav] at h1
    have h2 : (p.eval a - 1) • v = 0 := by
      rw [sub_smul, one_smul, sub_eq_zero]
      exact h1.symm
    exact sub_eq_zero.1 ((smul_eq_zero.1 h2).resolve_right hv)
  · intro b hb hba
    obtain ⟨v, hv, hbv⟩ := (hΛ b).1 hb
    have h1 := aeval_mulVec hbv p
    rw [h, hO.2 b v hba hbv] at h1
    exact (smul_eq_zero.1 h1.symm).resolve_right hv

/-- For diagonalisable `A`, a polynomial that is one at `a` and zero at every other eigenvalue
turns `A` into the spectral projector for `a`. -/
theorem aeval_eq_of_eval (hA : Diagonalisable A) (hΛ : HasEigenvalues A Λ)
    (hO : IsSpectralProjector A a O) {p : ℂ[X]} (h1 : p.eval a = 1)
    (h0 : ∀ b ∈ Λ, b ≠ a → p.eval b = 0) : aeval A p = O := by
  -- the eigenvectors span the space, so two matrices that agree on them are equal
  apply Matrix.toLin'.injective
  refine LinearMap.ext_on hA ?_
  rintro v ⟨b, hb⟩
  rw [Matrix.toLin'_apply, Matrix.toLin'_apply, aeval_mulVec hb]
  by_cases hv : v = 0
  · simp [hv]
  by_cases hba : b = a
  · rw [hba] at hb ⊢
    rw [h1, one_smul, hO.1 v hb]
  · rw [h0 b ((hΛ b).2 ⟨v, hv, hb⟩) hba, zero_smul, hO.2 b v hba hb]

/-- A polynomial in `A` that equals the spectral projector has degree at least the number of
distinct eigenvalues minus one. -/
theorem card_le_natDegree (hΛ : HasEigenvalues A Λ) (ha : a ∈ Λ)
    (hO : IsSpectralProjector A a O) {p : ℂ[X]} (h : aeval A p = O) :
    Λ.card ≤ p.natDegree + 1 := by
  obtain ⟨h1, h0⟩ := eval_of_aeval_eq hΛ ha hO h
  have hc := Finset.card_erase_add_one ha
  by_contra hlt
  -- too many roots for the degree
  have hp : p = 0 := Polynomial.eq_zero_of_natDegree_lt_card_of_eval_eq_zero' p (Λ.erase a)
    (fun b hb => h0 b (Finset.mem_of_mem_erase hb) (Finset.ne_of_mem_erase hb)) (by omega)
  rw [hp] at h1
  simp at h1

/-- For diagonalisable `A`, the Löwdin product equals the spectral projector, and its degree is the
number of distinct eigenvalues minus one. -/
theorem lowdin_projector (hA : Diagonalisable A) (hΛ : HasEigenvalues A Λ) (ha : a ∈ Λ)
    (hO : IsSpectralProjector A a O) :
    aeval A (lowdinPoly Λ a) = O ∧ (lowdinPoly Λ a).natDegree + 1 = Λ.card := by
  have hL : aeval A (lowdinPoly Λ a) = O := by
    apply aeval_eq_of_eval hA hΛ hO
    · rw [lowdinPoly, Polynomial.eval_prod]
      apply Finset.prod_eq_one
      intro b hb
      simp only [Polynomial.eval_mul, Polynomial.eval_C, Polynomial.eval_sub, Polynomial.eval_X]
      exact inv_mul_cancel₀ (sub_ne_zero.2 (Finset.ne_of_mem_erase hb).symm)
    · intro b hb hba
      rw [lowdinPoly, Polynomial.eval_prod]
      exact Finset.prod_eq_zero (Finset.mem_erase.2 ⟨hba, hb⟩) (by simp)
  have hd : (lowdinPoly Λ a).natDegree ≤ (Λ.erase a).card := by
    refine (Polynomial.natDegree_prod_le _ _).trans ?_
    refine (Finset.sum_le_card_nsmul _ _ 1 ?_).trans (by simp)
    intro b _
    exact (Polynomial.natDegree_C_mul_le _ _).trans (Polynomial.natDegree_X_sub_C b).le
  have hc := Finset.card_erase_add_one ha
  have hlow := card_le_natDegree hΛ ha hO hL
  exact ⟨hL, by omega⟩

/-- For a diagonalisable matrix with `m` distinct eigenvalues, every polynomial giving the
spectral projector has degree at least `m - 1`, and exactly one has degree `m - 1`. -/
theorem minimal_degree (hA : Diagonalisable A) (hΛ : HasEigenvalues A Λ) (ha : a ∈ Λ)
    (hO : IsSpectralProjector A a O) :
    (∀ p : ℂ[X], aeval A p = O → Λ.card ≤ p.natDegree + 1) ∧
      ∃! p : ℂ[X], aeval A p = O ∧ p.natDegree + 1 = Λ.card := by
  refine ⟨fun p hp => card_le_natDegree hΛ ha hO hp, lowdinPoly Λ a,
    lowdin_projector hA hΛ ha hO, ?_⟩
  rintro q ⟨hq, hqd⟩
  obtain ⟨hL, hLd⟩ := lowdin_projector hA hΛ ha hO
  obtain ⟨q1, q0⟩ := eval_of_aeval_eq hΛ ha hO hq
  obtain ⟨l1, l0⟩ := eval_of_aeval_eq hΛ ha hO hL
  have hdeg := Polynomial.natDegree_sub_le q (lowdinPoly Λ a)
  -- the difference vanishes at all eigenvalues but has too small a degree
  refine sub_eq_zero.1 (Polynomial.eq_zero_of_natDegree_lt_card_of_eval_eq_zero' _ Λ ?_
    (by omega))
  intro b hb
  rw [Polynomial.eval_sub]
  by_cases hba : b = a
  · rw [hba, q1, l1, sub_self]
  · rw [q0 b hb hba, l0 b hb hba, sub_self]

/-- No multiple of a product of fewer than `m - 1` factors `A - b`, with any shifts `b`, equals
the spectral projector of a matrix with `m` distinct eigenvalues. -/
theorem no_factor_saved (hΛ : HasEigenvalues A Λ) (ha : a ∈ Λ)
    (hO : IsSpectralProjector A a O) (L : List ℂ) (hL : L.length + 1 < Λ.card) (c : ℂ) :
    c • (L.map fun b => A - b • (1 : Matrix n n ℂ)).prod ≠ O := by
  have key : ∀ L : List ℂ, ∃ p : ℂ[X], p.natDegree ≤ L.length ∧
      aeval A p = (L.map fun b => A - b • (1 : Matrix n n ℂ)).prod := by
    intro L
    induction L with
    | nil => exact ⟨1, by simp, by simp⟩
    | cons b L ih =>
      obtain ⟨p, hd, hp⟩ := ih
      refine ⟨(X - C b) * p, Polynomial.natDegree_mul_le.trans ?_, ?_⟩
      · rw [Polynomial.natDegree_X_sub_C, List.length_cons]
        omega
      · rw [map_mul, hp, List.map_cons, List.prod_cons, map_sub, Polynomial.aeval_X,
          Polynomial.aeval_C, Algebra.algebraMap_eq_smul_one]
  intro h
  obtain ⟨p, hd, hp⟩ := key L
  have h1 : aeval A (C c * p) = O := by
    rw [map_mul, Polynomial.aeval_C, ← Algebra.smul_def, hp]
    exact h
  have h2 := card_le_natDegree hΛ ha hO h1
  have h3 := Polynomial.natDegree_C_mul_le c p
  omega

/-- Total spin squared of two electrons in the basis αβ, βα, in units of ħ². -/
def twoSpin : Matrix (Fin 2) (Fin 2) ℂ := !![1, 1; 1, 1]

/-- The matrix that antisymmetrises the two spin products αβ and βα. -/
def antisym : Matrix (Fin 2) (Fin 2) ℂ := !![1/2, -1/2; -1/2, 1/2]

/-- The two-electron spin matrix is diagonalisable with eigenvalues 0 and 2, and the
antisymmetriser is its spectral projector for 0. -/
theorem twoSpin_witness : Diagonalisable twoSpin ∧ HasEigenvalues twoSpin {0, 2} ∧
    IsSpectralProjector twoSpin 0 antisym := by
  have hS : ∀ (b : ℂ) (v : Fin 2 → ℂ), twoSpin *ᵥ v = b • v ↔
      v 0 + v 1 = b * v 0 ∧ v 0 + v 1 = b * v 1 := by
    intro b v
    simp [funext_iff, Fin.forall_fin_two, twoSpin, dotProduct, Fin.sum_univ_two]
  have hP : ∀ v : Fin 2 → ℂ, antisym *ᵥ v = ![(v 0 - v 1) / 2, (v 1 - v 0) / 2] := by
    intro v
    ext i
    fin_cases i <;> simp [antisym, Matrix.mulVec, dotProduct, Fin.sum_univ_two] <;> ring
  have hE : ∀ (b : ℂ) (v : Fin 2 → ℂ), b ≠ 0 → twoSpin *ᵥ v = b • v → v 0 = v 1 := by
    intro b v hb h
    obtain ⟨h0, h1⟩ := (hS b v).1 h
    have h2 : b * (v 0 - v 1) = 0 := by linear_combination h1 - h0
    exact sub_eq_zero.1 ((mul_eq_zero.1 h2).resolve_left hb)
  refine ⟨?_, ?_, ?_, ?_⟩
  · refine eq_top_iff.2 fun v _ => ?_
    -- split into symmetric and antisymmetric parts
    have hv : v = ![(v 0 + v 1) / 2, (v 0 + v 1) / 2] + ![(v 0 - v 1) / 2, (v 1 - v 0) / 2] := by
      ext i
      fin_cases i
      · change v 0 = (v 0 + v 1) / 2 + (v 0 - v 1) / 2
        ring
      · change v 1 = (v 0 + v 1) / 2 + (v 1 - v 0) / 2
        ring
    rw [hv]
    refine Submodule.add_mem _ (Submodule.subset_span ⟨2, (hS _ _).2 ?_⟩)
      (Submodule.subset_span ⟨0, (hS _ _).2 ?_⟩) <;>
    constructor <;> simp only [Matrix.cons_val_zero, Matrix.cons_val_one] <;> ring
  · intro b
    rw [Finset.mem_insert, Finset.mem_singleton]
    constructor
    · rintro (rfl | rfl)
      · exact ⟨![1, -1], fun h => by simpa using congrFun h 0, (hS _ _).2 (by norm_num)⟩
      · exact ⟨![1, 1], fun h => by simpa using congrFun h 0, (hS _ _).2 (by norm_num)⟩
    · rintro ⟨v, hv, h⟩
      by_contra hb
      obtain ⟨hb0, hb2⟩ := not_or.1 hb
      have hd := hE b v hb0 h
      have hz : (b - 2) * v 0 = 0 := by linear_combination -((hS b v).1 h).1 - hd
      have h0 : v 0 = 0 := (mul_eq_zero.1 hz).resolve_left (sub_ne_zero.2 hb2)
      apply hv
      ext i
      fin_cases i
      · exact h0
      · exact hd.symm.trans h0
  · intro v h
    have h0 := ((hS 0 v).1 h).1
    rw [hP]
    ext i
    fin_cases i
    · change (v 0 - v 1) / 2 = v 0
      linear_combination -(1 / 2) * h0
    · change (v 1 - v 0) / 2 = v 1
      linear_combination -(1 / 2) * h0
  · intro b v hb h
    have hd := hE b v hb h
    rw [hP, hd]
    ext i
    fin_cases i <;> simp

end

end LowdinMinimalDegree
```

```lean
#print axioms LowdinMinimalDegree.minimal_degree
#print axioms LowdinMinimalDegree.no_factor_saved
```

```
'LowdinMinimalDegree.minimal_degree' depends on axioms: [propext, Classical.choice, Quot.sound]
'LowdinMinimalDegree.no_factor_saved' depends on axioms: [propext, Classical.choice, Quot.sound]
```

`aeval_mulVec` proves the action on eigenvectors by induction, first on powers and then on polynomials. `eval_of_aeval_eq` and `aeval_eq_of_eval` are the two directions of the value conditions; the second uses `LinearMap.ext_on`, equality of linear maps on a spanning set. `card_le_natDegree` counts roots, and `lowdin_projector` checks the values and degree of \(L\). `minimal_degree` adds uniqueness through the difference of two solutions. `no_factor_saved` builds the polynomial for a list of shifts by induction. `twoSpin_witness` verifies the hypotheses for the two-electron example, splitting vectors into symmetric and antisymmetric parts.

## Exact projection of every vector

The bound concerns equality of matrices in exact arithmetic. A particular trial state with no component at some eigenvalue needs no factor for it, and an approximate projector may have lower degree. Rounding errors and the order of the factors are not treated.

The lower bound does not use diagonalisability, but without it the bound need not be attained. Take

\[
A=\begin{pmatrix}0&1&0\\0&0&0\\0&0&1\end{pmatrix},\qquad a=1,\qquad O=\operatorname{diag}(0,0,1).
\]

The action on eigenvectors no longer fixes \(O\); this \(O\) is the projector that annihilates the whole generalised eigenspace of 0. Here \(\Lambda=\{0,1\}\) and \(L(X)=X\), but \(L(A)=A\neq O\). Degree 2 is needed, and \(A^2=O\).

A narrower model would take \(A\) Hermitian and \(O\) as the orthogonal projector onto the eigenspace. That fits \(S^2\), and the spectral theorem would then supply diagonalisability. It would exclude non-Hermitian diagonalisable matrices, whose spectral projectors need not be orthogonal.
